# In the long-wavelength RPA, the plasmon of a three-dimensional electron gas at zero temperature has $\omega^2 = \omega_p^2 + \tfrac35 v_F^2q^2$ to order $q^2$

## Does the 3/5 follow rigorously from the Fermi-sphere response?

In the random-phase approximation (RPA), the long-wavelength plasmon of a three-dimensional electron gas at zero temperature disperses as $\omega^2\approx\omega_p^2+\tfrac35v_F^2q^2$. Here $q$ is the wavenumber, $v_F$ the Fermi velocity and $\omega_p$ the plasma frequency. I get this by setting $s=\omega/(qv_F)$ and solving $gL(s)=1$, with

$$L(s)=\frac s2\ln\frac{s+1}{s-1}-1,\qquad g=\frac{3\omega_p^2}{(qv_F)^2},$$

and then expanding at large $s$. I would like to see this made rigorous and machine-checked, including that there is exactly one mode with $s>1$.

## The coefficient comes from the second term of a series

Yes. For every $g>0$ there is exactly one root $s>1$, and along the mode $(\omega^2-\omega_p^2)/q^2\to\tfrac35v_F^2$ as $q\to0^+$.

**From velocities to a series.** Let $\mu$ be the cosine of the angle between an electron's velocity and the wavevector. Since $\mu/(s-\mu)=-1+s/(s-\mu)$,

$$\frac12\int_{-1}^{1}\frac{\mu}{s-\mu}\,d\mu=-1+\frac s2\ln\frac{s+1}{s-1}=L(s).$$

Expanding the logarithm in $1/s$ gives $\frac s2\ln\frac{s+1}{s-1}=\sum_{k\ge0}\frac{s^{-2k}}{2k+1}$. The $-1$ cancels the first term, so

$$L(s)=\sum_{k\ge0}\frac{s^{-2(k+1)}}{2k+3}=\frac1{3s^2}+\frac1{5s^4}+\cdots$$

**One root.** Every term decreases with $s$, so $L$ does too. It diverges logarithmically as $s\to1^+$ and vanishes as $s\to\infty$. By continuity it takes the value $1/g$, and by strict monotonicity only once.

**The limit 3/5.** Let $C(s)=s^2(3s^2L(s)-1)=3s^4\left(L(s)-\frac1{3s^2}\right)$. Keeping two terms of the series gives $C\ge\frac35$. Replacing every denominator after the first by 5 leaves a geometric series, so

$$\frac35\le C(s)\le\frac35\left(1+\frac1{s^2-1}\right),$$

and $C(s)\to\frac35$.

**Back to frequencies.** On the mode $g=1/L(s)$, hence

$$\frac{\omega^2-\omega_p^2}{q^2v_F^2}=s^2-\frac g3=s^2-\frac1{3L(s)}=\frac{C(s)}{1+C(s)/s^2}.$$

The lower bound gives $3s^2L(s)>1$. With $gL(s)=1$ this means $3s^2>g$, or $s>\omega_p/(qv_F)$. So $s\to\infty$ as $q\to0^+$, and the right-hand side tends to $\frac35$.

### What the theorems say about the electron gas

The real function `L` is the response above, and the theorems use it only for `1 < s`, that is, for phase velocities above $v_F$. `StrictAntiOn L (Ioi 1)` says that it strictly decreases there, and `∃!` in `existsUnique_mode` says that there is one root and no other.

In `plasmon_dispersion`, `vF` and `ωp` are positive real numbers and `ω` is a function of the wavenumber. The hypothesis `hω` requires, for each `q > 0`, that `ω q` lie above `q * vF` and satisfy the mode condition; `existsUnique_mode` supplies exactly one such frequency. The filter `𝓝[>] 0` means that $q$ tends to zero from above.

The mode condition is assumed. Physically, it is a zero of the dielectric function $1-gL(s)$: the density oscillation is sustained by the electric field it creates. The angular average is proved equal to `L`, but the response is not derived from quantum mechanics, and `ωp` is not tied to a density. The model is three-dimensional, at zero temperature, without a lattice, collisions or exchange-correlation corrections. It also omits the recoil energy $\hbar^2q^2/2m$ of an electron of mass $m$. In the full RPA, recoil changes $\omega^2$ only from order $q^4$ on, so the coefficient $\tfrac35$ is unaffected. Without recoil, however, the mode stays above the continuum at every $q$.

```lean
import Mathlib

open Filter Topology Set

noncomputable section

namespace PlasmonDispersion

/-- The long-wavelength response function of a Fermi sphere at reduced phase velocity
`s = ω / (q v_F)`, for `s > 1`. -/
def L (s : ℝ) : ℝ := s / 2 * Real.log ((s + 1) / (s - 1)) - 1

/-- The response function is half the integral of `μ / (s - μ)` over the direction cosine `μ`
of the electron velocity. -/
theorem L_eq_angular_average {s : ℝ} (hs : 1 < s) :
    L s = 1 / 2 * ∫ μ in (-1 : ℝ)..1, μ / (s - μ) := by
  have hne : ∀ μ ∈ uIcc (-1 : ℝ) 1, s - μ ≠ 0 := by
    intro μ hμ
    rw [uIcc_of_le (by norm_num)] at hμ
    have := hμ.2
    exact ne_of_gt (by linarith)
  have hd : ∀ μ ∈ uIcc (-1 : ℝ) 1,
      HasDerivAt (fun x : ℝ => -x - s * Real.log (s - x)) (μ / (s - μ)) μ := by
    intro μ hμ
    have h0 := hne μ hμ
    have h := ((hasDerivAt_id' μ).const_sub s).log h0
    refine ((hasDerivAt_id' μ).fun_neg.fun_sub (h.const_mul s)).congr_deriv ?_
    field_simp
    ring
  have hc : ContinuousOn (fun μ : ℝ => μ / (s - μ)) (uIcc (-1) 1) := by
    intro μ hμ
    have h0 := hne μ hμ
    exact ContinuousAt.continuousWithinAt (by fun_prop (disch := assumption))
  have e : s - -1 = s + 1 := by ring
  rw [intervalIntegral.integral_eq_sub_of_hasDerivAt hd hc.intervalIntegrable, L,
    Real.log_div (by linarith) (by linarith), e]
  ring

/-- The expansion of the response function in inverse even powers of `s`. -/
theorem hasSum_L {s : ℝ} (hs : 1 < s) :
    HasSum (fun k : ℕ => (1 / s ^ 2) ^ (k + 1) / (2 * (k : ℝ) + 3)) (L s) := by
  have h0 : 0 < s := by linarith
  have hx : |1 / s| < 1 := by
    rw [abs_of_pos (by positivity), div_lt_one h0]
    exact hs
  have hlog : Real.log ((s + 1) / (s - 1)) = Real.log (1 + 1 / s) - Real.log (1 - 1 / s) := by
    have e1 : 1 + 1 / s = (s + 1) / s := by field_simp
    have e2 : 1 - 1 / s = (s - 1) / s := by field_simp
    rw [e1, e2, Real.log_div (by linarith) (by linarith),
      Real.log_div (by linarith) h0.ne', Real.log_div (by linarith) h0.ne']
    ring
  have h2 : HasSum (fun k : ℕ => (1 / s ^ 2) ^ k / (2 * (k : ℝ) + 1))
      (s / 2 * Real.log ((s + 1) / (s - 1))) := by
    have hf : (fun k : ℕ => (1 / s ^ 2) ^ k / (2 * (k : ℝ) + 1)) =
        fun k : ℕ => s / 2 * (2 * (1 / (2 * (k : ℝ) + 1)) * (1 / s) ^ (2 * k + 1)) := by
      funext k
      have hp : (1 / s) ^ (2 * k + 1) = (1 / s ^ 2) ^ k * (1 / s) := by
        rw [pow_succ, pow_mul, one_div_pow]
      have hk : 2 * (k : ℝ) + 1 ≠ 0 := by positivity
      rw [hp]
      generalize (1 / s ^ 2) ^ k = y
      field_simp
    rw [hlog, hf]
    exact (Real.hasSum_log_sub_log_of_abs_lt_one hx).mul_left (s / 2)
  -- the zeroth term cancels the constant -1
  have h3 := (hasSum_nat_add_iff' 1).mpr h2
  have hf : (fun k : ℕ => (1 / s ^ 2) ^ (k + 1) / (2 * (k : ℝ) + 3)) =
      fun k : ℕ => (1 / s ^ 2) ^ (k + 1) / (2 * ((k + 1 : ℕ) : ℝ) + 1) := by
    funext k
    congr 1
    push_cast
    ring
  have hL : L s = s / 2 * Real.log ((s + 1) / (s - 1)) -
      ∑ i ∈ Finset.range 1, (1 / s ^ 2) ^ i / (2 * (i : ℝ) + 1) := by
    simp [L]
  rw [hf, hL]
  exact h3

/-- Two-sided bounds on the scaled correction to the leading form `1 / (3 s²)` of the response. -/
theorem correction_bounds {s : ℝ} (hs : 1 < s) :
    3 / 5 ≤ s ^ 2 * (3 * s ^ 2 * L s - 1) ∧
      s ^ 2 * (3 * s ^ 2 * L s - 1) ≤ 3 / 5 * (1 + (s ^ 2 - 1)⁻¹) := by
  have h0 : 0 < s := by linarith
  have hd : 0 < s ^ 2 - 1 := by nlinarith
  have hd' := hd.ne'
  have h := hasSum_L hs
  constructor
  · -- keep the first two terms of the series
    have hl : ∑ k ∈ Finset.range 2, (1 / s ^ 2) ^ (k + 1) / (2 * (k : ℝ) + 3) ≤ L s :=
      sum_le_hasSum _ (fun k _ => by positivity) h
    have e : ∑ k ∈ Finset.range 2, (1 / s ^ 2) ^ (k + 1) / (2 * (k : ℝ) + 3)
        = 1 / (3 * s ^ 2) + 1 / (5 * s ^ 4) := by
      simp only [Finset.sum_range_succ, Finset.sum_range_zero]
      push_cast
      ring
    rw [e] at hl
    calc 3 / 5 = s ^ 2 * (3 * s ^ 2 * (1 / (3 * s ^ 2) + 1 / (5 * s ^ 4)) - 1) := by
          field_simp
          ring
      _ ≤ _ := by gcongr
  · -- compare the tail with a geometric series
    have hx : 1 / s ^ 2 < 1 := by
      rw [div_lt_one (by positivity)]
      linarith
    have hg := (hasSum_geometric_of_lt_one (by positivity) hx).mul_right ((1 / s ^ 2) ^ 2 / 5)
    have hu : L s - ∑ k ∈ Finset.range 1, (1 / s ^ 2) ^ (k + 1) / (2 * (k : ℝ) + 3)
        ≤ (1 - 1 / s ^ 2)⁻¹ * ((1 / s ^ 2) ^ 2 / 5) := by
      refine hasSum_le (fun k => ?_) ((hasSum_nat_add_iff' 1).mpr h) hg
      rw [show (1 / s ^ 2) ^ k * ((1 / s ^ 2) ^ 2 / 5) = (1 / s ^ 2) ^ (k + 1 + 1) / 5 by ring]
      refine div_le_div_of_nonneg_left (by positivity) (by norm_num) ?_
      have hk : (0 : ℝ) ≤ k := Nat.cast_nonneg k
      push_cast
      linarith
    have e : ∑ k ∈ Finset.range 1, (1 / s ^ 2) ^ (k + 1) / (2 * (k : ℝ) + 3)
        = 1 / (3 * s ^ 2) := by
      rw [Finset.sum_range_one]
      push_cast
      ring
    have e2 : 1 - 1 / s ^ 2 = (s ^ 2 - 1) / s ^ 2 := by field_simp
    rw [e, e2] at hu
    have hu' := sub_le_iff_le_add.mp hu
    calc s ^ 2 * (3 * s ^ 2 * L s - 1)
        ≤ s ^ 2 * (3 * s ^ 2 * (((s ^ 2 - 1) / s ^ 2)⁻¹ * ((1 / s ^ 2) ^ 2 / 5)
          + 1 / (3 * s ^ 2)) - 1) := by gcongr
      _ = _ := by
          field_simp
          ring

/-- The response function exceeds its leading form `1 / (3 s²)`. -/
theorem one_lt_three_sq_mul_L {s : ℝ} (hs : 1 < s) : 1 < 3 * s ^ 2 * L s := by
  have h : 0 < s ^ 2 * (3 * s ^ 2 * L s - 1) := by linarith [(correction_bounds hs).1]
  have h2 : 0 < s ^ 2 := by nlinarith
  linarith [(mul_pos_iff_of_pos_left h2).mp h]

/-- The response function decreases strictly for `s > 1`. -/
theorem L_strictAntiOn : StrictAntiOn L (Ioi 1) := by
  intro s hs t ht hst
  have hs1 : 1 < s := hs
  have ht1 : 1 < t := ht
  have hx : 1 / t ^ 2 < 1 / s ^ 2 :=
    one_div_lt_one_div_of_lt (by positivity) (by nlinarith)
  have hlt : ∀ k : ℕ, (1 / t ^ 2) ^ (k + 1) / (2 * (k : ℝ) + 3)
      < (1 / s ^ 2) ^ (k + 1) / (2 * (k : ℝ) + 3) := fun k =>
    div_lt_div_of_pos_right (pow_lt_pow_left₀ hx (by positivity) (Nat.succ_ne_zero k))
      (by positivity)
  exact hasSum_lt (i := 0) (fun k => (hlt k).le) (hlt 0) (hasSum_L ht1) (hasSum_L hs1)

/-- The response function diverges to `+∞` as `s` tends to 1 from above. -/
theorem L_tendsto_atTop : Tendsto L (𝓝[>] 1) atTop := by
  have h0 : Tendsto (fun s : ℝ => s - 1) (𝓝[>] 1) (𝓝[>] 0) := by
    refine tendsto_nhdsWithin_iff.mpr ⟨?_, ?_⟩
    · exact ((by fun_prop : Continuous fun s : ℝ => s - 1).tendsto' 1 0
        (by norm_num)).mono_left nhdsWithin_le_nhds
    · filter_upwards [self_mem_nhdsWithin] with s hs
      have hs1 : 1 < s := hs
      change 0 < s - 1
      linarith
  have h1 := (tendsto_neg_atBot_atTop.comp
    (Real.tendsto_log_nhdsGT_zero.comp h0)).atTop_div_const (by norm_num : (0 : ℝ) < 2)
  refine tendsto_atTop_mono' _ ?_ (tendsto_atTop_add_const_right _ (-1) h1)
  filter_upwards [self_mem_nhdsWithin] with s hs
  have hs1 : 1 < s := hs
  have hl : 0 ≤ Real.log (s + 1) := Real.log_nonneg (by linarith)
  have hA : 0 ≤ Real.log ((s + 1) / (s - 1)) := by
    apply Real.log_nonneg
    rw [le_div_iff₀ (by linarith)]
    linarith
  have hm := mul_nonneg (sub_pos.mpr hs1).le hA
  have e := Real.log_div (show s + 1 ≠ 0 by linarith) (show s - 1 ≠ 0 by linarith)
  change -Real.log (s - 1) / 2 + -1 ≤ s / 2 * Real.log ((s + 1) / (s - 1)) - 1
  linarith

/-- The scaled correction to the response function tends to `3/5` at large `s`. -/
theorem dispersion_coefficient :
    Tendsto (fun s : ℝ => s ^ 2 * (3 * s ^ 2 * L s - 1)) atTop (𝓝 (3 / 5)) := by
  have h1 : Tendsto (fun s : ℝ => (s ^ 2 - 1)⁻¹) atTop (𝓝 0) :=
    tendsto_inv_atTop_zero.comp (by
      simpa [sub_eq_add_neg] using tendsto_atTop_add_const_right atTop (-1 : ℝ)
        (tendsto_pow_atTop (α := ℝ) two_ne_zero))
  have h2 : Tendsto (fun s : ℝ => 3 / 5 * (1 + (s ^ 2 - 1)⁻¹)) atTop (𝓝 (3 / 5)) := by
    simpa using (h1.const_add 1).const_mul (3 / 5)
  refine tendsto_of_tendsto_of_tendsto_of_le_of_le' tendsto_const_nhds h2 ?_ ?_
  · filter_upwards [eventually_gt_atTop 1] with s hs using (correction_bounds hs).1
  · filter_upwards [eventually_gt_atTop 1] with s hs using (correction_bounds hs).2

/-- The response function tends to zero at large `s`. -/
theorem L_tendsto_zero : Tendsto L atTop (𝓝 0) := by
  have h1 : Tendsto (fun s : ℝ => (s ^ 2)⁻¹) atTop (𝓝 0) :=
    tendsto_inv_atTop_zero.comp (tendsto_pow_atTop two_ne_zero)
  have h2 := (h1.add ((dispersion_coefficient.mul h1).mul h1)).const_mul (1 / 3)
  have h3 : (1 / 3 : ℝ) * (0 + 3 / 5 * 0 * 0) = 0 := by norm_num
  rw [h3] at h2
  refine h2.congr' ?_
  filter_upwards [eventually_gt_atTop 0] with s hs
  field_simp
  ring

/-- For every coupling `g > 0` the mode condition `g L(s) = 1` has exactly one root `s > 1`. -/
theorem existsUnique_mode {g : ℝ} (hg : 0 < g) : ∃! s : ℝ, 1 < s ∧ g * L s = 1 := by
  have hc : ContinuousOn L (Ioi 1) := by
    intro s hs
    have hs1 : 1 < s := hs
    have h1 : s - 1 ≠ 0 := by linarith
    have h2 : (s + 1) / (s - 1) ≠ 0 := div_ne_zero (by linarith) h1
    apply ContinuousAt.continuousWithinAt
    change ContinuousAt (fun s : ℝ => s / 2 * Real.log ((s + 1) / (s - 1)) - 1) s
    fun_prop (disch := assumption)
  obtain ⟨a, ha, ha1⟩ :=
    ((L_tendsto_atTop.eventually_ge_atTop (1 / g)).and self_mem_nhdsWithin).exists
  obtain ⟨b, hb, hb1⟩ := ((L_tendsto_zero.eventually_lt_const
    (by positivity : 0 < 1 / g)).and (eventually_gt_atTop 1)).exists
  obtain ⟨s, hs, hsg⟩ := isPreconnected_Ioi.intermediate_value hb1 ha1 hc ⟨hb.le, ha⟩
  have hroot : g * L s = 1 := by
    rw [hsg]
    field_simp
  refine ⟨s, ⟨hs, hroot⟩, ?_⟩
  rintro t ⟨ht, htg⟩
  exact L_strictAntiOn.injOn ht hs (mul_left_cancel₀ hg.ne' (htg.trans hroot.symm))

/-- A mode `ω(q)` above the particle-hole continuum with coupling `3 ω_p² / (q v_F)²` obeys
`(ω(q)² - ω_p²) / q² → (3/5) v_F²` as `q` tends to 0 from above. -/
theorem plasmon_dispersion {vF ωp : ℝ} (hv : 0 < vF) (hp : 0 < ωp) (ω : ℝ → ℝ)
    (hω : ∀ q, 0 < q → q * vF < ω q ∧
      3 * ωp ^ 2 / (q * vF) ^ 2 * L (ω q / (q * vF)) = 1) :
    Tendsto (fun q => (ω q ^ 2 - ωp ^ 2) / q ^ 2) (𝓝[>] 0) (𝓝 (3 / 5 * vF ^ 2)) := by
  have hgt : ∀ q, 0 < q → 1 < ω q / (q * vF) := fun q hq => by
    rw [lt_div_iff₀ (by positivity), one_mul]
    exact (hω q hq).1
  -- the reduced phase velocity grows without bound
  have hs : Tendsto (fun q => ω q / (q * vF)) (𝓝[>] 0) atTop := by
    refine tendsto_atTop_mono' _ ?_
      (tendsto_inv_nhdsGT_zero.const_mul_atTop (div_pos hp hv))
    filter_upwards [self_mem_nhdsWithin] with q hq
    have hq0 : 0 < q := hq
    have h1 := hgt q hq0
    have h2 := (hω q hq0).2
    have h3 := one_lt_three_sq_mul_L h1
    have e : (ωp / vF * q⁻¹) ^ 2 = 3 * ωp ^ 2 / (q * vF) ^ 2 / 3 := by field_simp
    refine (pow_le_pow_iff_left₀ (by positivity) (by linarith) two_ne_zero).mp ?_
    rw [e]
    have hg : 0 ≤ 3 * ωp ^ 2 / (q * vF) ^ 2 := by positivity
    have h4 := mul_le_mul_of_nonneg_left h3.le hg
    have h5 : 3 * ωp ^ 2 / (q * vF) ^ 2 * (3 * (ω q / (q * vF)) ^ 2 * L (ω q / (q * vF)))
        = 3 * (ω q / (q * vF)) ^ 2 := by
      linear_combination 3 * (ω q / (q * vF)) ^ 2 * h2
    linarith
  -- on the mode, the shift of s² is s² - 1 / (3 L)
  have hshift : Tendsto (fun s : ℝ => s ^ 2 - 1 / (3 * L s)) atTop (𝓝 (3 / 5)) := by
    have h1 : Tendsto (fun s : ℝ => (s ^ 2)⁻¹) atTop (𝓝 0) :=
      tendsto_inv_atTop_zero.comp (tendsto_pow_atTop two_ne_zero)
    have h2 := (dispersion_coefficient.mul h1).const_add 1
    have h3 := dispersion_coefficient.div h2 (by norm_num)
    have e : (3 / 5 : ℝ) / (1 + 3 / 5 * 0) = 3 / 5 := by norm_num
    rw [e] at h3
    refine h3.congr' ?_
    filter_upwards [eventually_gt_atTop 1] with s hs1
    have hs0 : s ≠ 0 := by linarith
    have hL : L s ≠ 0 := by
      intro h
      have := one_lt_three_sq_mul_L hs1
      rw [h] at this
      linarith
    have e1 : 1 + s ^ 2 * (3 * s ^ 2 * L s - 1) * (s ^ 2)⁻¹ = 3 * s ^ 2 * L s := by
      field_simp
      ring
    change s ^ 2 * (3 * s ^ 2 * L s - 1) /
      (1 + s ^ 2 * (3 * s ^ 2 * L s - 1) * (s ^ 2)⁻¹) = _
    rw [e1]
    field_simp
  have hlim := (hshift.comp hs).mul_const (vF ^ 2)
  refine hlim.congr' ?_
  filter_upwards [self_mem_nhdsWithin] with q hq
  have hq0 : 0 < q := hq
  have h2 := (hω q hq0).2
  have hL : L (ω q / (q * vF)) ≠ 0 := right_ne_zero_of_mul_eq_one h2
  have e : 1 / (3 * L (ω q / (q * vF))) = 3 * ωp ^ 2 / (q * vF) ^ 2 / 3 := by
    rw [div_eq_iff (mul_ne_zero three_ne_zero hL)]
    linear_combination -h2
  change ((ω q / (q * vF)) ^ 2 - 1 / (3 * L (ω q / (q * vF)))) * vF ^ 2 = _
  rw [e]
  field_simp

end PlasmonDispersion
```

```lean
#print axioms PlasmonDispersion.L_eq_angular_average
-- 'PlasmonDispersion.L_eq_angular_average' depends on axioms: [propext, Classical.choice, Quot.sound]
#print axioms PlasmonDispersion.L_tendsto_zero
-- 'PlasmonDispersion.L_tendsto_zero' depends on axioms: [propext, Classical.choice, Quot.sound]
#print axioms PlasmonDispersion.existsUnique_mode
-- 'PlasmonDispersion.existsUnique_mode' depends on axioms: [propext, Classical.choice, Quot.sound]
#print axioms PlasmonDispersion.plasmon_dispersion
-- 'PlasmonDispersion.plasmon_dispersion' depends on axioms: [propext, Classical.choice, Quot.sound]
```

### How the Lean proof follows the derivation

`L_eq_angular_average` uses the antiderivative $-\mu-s\ln(s-\mu)$. `hasSum_L` takes Mathlib's series for $\ln(1+x)-\ln(1-x)$ at $x=1/s$ and removes the zeroth term with `hasSum_nat_add_iff'`.

In `correction_bounds`, `sum_le_hasSum` keeps two terms for the lower bound, and `hasSum_le` compares the tail with the geometric series. `one_lt_three_sq_mul_L` extracts $3s^2L>1$. `L_strictAntiOn` compares the series term by term, with strict inequality at `i := 0`.

For the divergence, `L_tendsto_atTop` bounds $L(s)$ from below by $-\frac12\ln(s-1)-1$. `dispersion_coefficient` squeezes $C$ between its bounds, and `L_tendsto_zero` writes $L=\frac13(s^{-2}+Cs^{-4})$. `existsUnique_mode` then applies the intermediate value theorem on $(1,\infty)$ and gets uniqueness from `L_strictAntiOn.injOn`.

Inside `plasmon_dispersion`, `hs` is the growth of $s$ and `hshift` is the limit of $s^2-1/(3L)$. Their composition, multiplied by $v_F^2$, is the claim.

### The root at $s=2$, and in a program

Take $s=2$. Then $L(2)=\ln3-1\approx0.09861$, so $g\approx10.141$ and $qv_F/\omega_p=\sqrt{3/g}\approx0.544$. The frequency is $\omega\approx1.088\,\omega_p$, and

$$\frac{\omega^2-\omega_p^2}{q^2v_F^2}=4-\frac g3\approx0.620,$$

already close to $0.6$. For comparison, $C(2)\approx0.733$ lies between its bounds $0.6$ and $0.8$.

A program that finds the mode in this long-wavelength, collisionless model can use bisection, because $gL(s)-1$ changes sign once. For $g>3$ the bounds on $C$ place the root between $\sqrt{g/3}$ and $\sqrt{1+g/3}$. At small $q$ the root $s$ is large, and the closed form of $L$ subtracts two nearly equal numbers; a few terms of the series avoid that loss of precision. The limit $\frac35$ is then a simple test of the code.
